# A parity matrix for the massless free Dirac Hamiltonian that is not a multiple of β

In the Dirac representation, with c = ħ = 1, the free Dirac Hamiltonian at zero mass is H(p) = α·p. The theorem gives an explicit 4×4 matrix P and states that P H(p) = H(−p) P for every real momentum p, and that P is not a complex multiple of β. The proof checks the first claim entry by entry, leaving each of the sixteen equations to `simp`. For the second it compares one entry, in row 0 and column 2, where P has 1 and every multiple of β has 0.

In Lean, a first try:

```lean
import Mathlib

open Matrix Complex

namespace DiracParity

noncomputable section

/-- The Dirac matrix `α₁` in the Dirac representation. -/
def alpha1 : Matrix (Fin 4) (Fin 4) ℂ :=
  !![0, 0, 0, 1; 0, 0, 1, 0; 0, 1, 0, 0; 1, 0, 0, 0]

/-- The Dirac matrix `α₂` in the Dirac representation. -/
def alpha2 : Matrix (Fin 4) (Fin 4) ℂ :=
  !![0, 0, 0, -I; 0, 0, I, 0; 0, -I, 0, 0; I, 0, 0, 0]

/-- The Dirac matrix `α₃` in the Dirac representation. -/
def alpha3 : Matrix (Fin 4) (Fin 4) ℂ :=
  !![0, 0, 1, 0; 0, 0, 0, -1; 1, 0, 0, 0; 0, -1, 0, 0]

/-- The Dirac matrix `β` in the Dirac representation. -/
def beta : Matrix (Fin 4) (Fin 4) ℂ :=
  !![1, 0, 0, 0; 0, 1, 0, 0; 0, 0, -1, 0; 0, 0, 0, -1]

/-- The free Dirac Hamiltonian `H(p) = α·p + β m` at momentum `p`, with `c = ħ = 1`. -/
def diracH (m : ℝ) (p : Fin 3 → ℝ) : Matrix (Fin 4) (Fin 4) ℂ :=
  (p 0 : ℂ) • alpha1 + (p 1 : ℂ) • alpha2 + (p 2 : ℂ) • alpha3 + (m : ℂ) • beta

/-- The parity condition on a spinor matrix: `P H(p) = H(-p) P` for every real momentum. -/
def IsParity (m : ℝ) (P : Matrix (Fin 4) (Fin 4) ℂ) : Prop :=
  ∀ p : Fin 3 → ℝ, P * diracH m p = diracH m (-p) * P

/-- For zero mass, the displayed matrix obeys the parity condition and is not a multiple
of `β`. -/
theorem massless_not_unique :
    IsParity 0 !![0, 0, 1, 0; 0, 0, 0, 1; -1, 0, 0, 0; 0, -1, 0, 0] ∧
      ∀ c : ℂ, !![0, 0, 1, 0; 0, 0, 0, 1; -1, 0, 0, 0; 0, -1, 0, 0] ≠ c • beta := by
  constructor
  · intro p
    ext i j
    fin_cases i <;> fin_cases j <;>
      simp [diracH, alpha1, alpha2, alpha3, Matrix.mul_apply, Fin.sum_univ_four]
  · intro c h
    have h02 := congrFun (congrFun h 0) 2
    simp [beta] at h02

end

end DiracParity
```

Lean reports:

```
Main.lean:39:2: error: unsolved goals
case left.«0».«1»
p : Fin 3 → ℝ
⊢ ↑(p 0) + -(↑(p 1) * I) = -(↑(p 1) * I) + ↑(p 0)

case left.«1».«0»
p : Fin 3 → ℝ
⊢ ↑(p 0) + ↑(p 1) * I = ↑(p 1) * I + ↑(p 0)

case left.«2».«3»
p : Fin 3 → ℝ
⊢ ↑(p 1) * I + -↑(p 0) = -↑(p 0) + ↑(p 1) * I

case left.«3».«2»
p : Fin 3 → ℝ
⊢ -(↑(p 1) * I) + -↑(p 0) = -↑(p 0) + -(↑(p 1) * I)
```

This version goes through:

```diff
@@ -40,5 +40,5 @@
     ext i j
     fin_cases i <;> fin_cases j <;>
-      simp [diracH, alpha1, alpha2, alpha3, Matrix.mul_apply, Fin.sum_univ_four]
+      simp [diracH, alpha1, alpha2, alpha3, Matrix.mul_apply, Fin.sum_univ_four] <;> ring
   · intro c h
     have h02 := congrFun (congrFun h 0) 2
```

The error lists four matrix entries that `simp` simplified but did not prove. In each, the two sides have the same two terms in opposite orders, as in `↑(p 0) + -(↑(p 1) * I) = -(↑(p 1) * I) + ↑(p 0)`. The equations are true, and all that is missing is commutativity of addition.

The orders differ because of the minus signs. In each of these entries, one side is the negative of a sum and the other is not. `simp` distributes the negation with `neg_add_rev`, which turns `-(a + b)` into `-b + -a` and so reverses the terms on that side only. Commutativity, `add_comm`, is not among the lemmas `simp` uses by default, and the call does not supply it, so the two sides stay different.

The repair adds `<;> ring`, which runs `ring` on every goal that `simp` leaves. `ring` proves identities in commutative rings, here the complex numbers, whatever the order of the terms, so it closes all four. The entries `simp` had already proved leave no goal for it to act on.
